# Dressed states and energies of the Jaynes-Cummings doublets

To find the polariton energies of a two-level molecule coupled to one cavity mode, one sorts the basis states by their total number of excitations and diagonalises one $2\times2$ block at a time. For the Jaynes-Cummings Hamiltonian this is exact, because the coupling conserves the excitation number. Each block can then be solved by a rotation through a single angle.

## A two-level molecule and one cavity mode

The molecule has a ground level $g$ and an excited level $e$, with transition frequency $w_a$. The mode has frequency $w$ and annihilation operator $a$. With $\hbar=1$ and the zero-point energy omitted,

$$H = w\,a^\dagger a + \tfrac{w_a}{2}\sigma_z + g\,(a\,\sigma_+ + a^\dagger\sigma_-).$$

Here $\sigma_+$ and $\sigma_-$ raise and lower the molecule, and $\sigma_z$ is $+1$ on $e$ and $-1$ on $g$. The real constant $g$ is the coupling strength, set by the transition dipole and the vacuum field of the mode. The same letter inside a ket, as in $|g,n\rangle$, labels the ground level, and $n$ is the photon number.

The step from this model to a molecule in a cavity is the reduction of the full light-matter Hamiltonian to $H$: two levels, one lossless mode, no counter-rotating terms $a\sigma_-$ and $a^\dagger\sigma_+$, no coupling of the mode to permanent dipoles, and no separate term quadratic in the field or the dipole. That reduction is assumed.

## Conservation law and eigenvectors

Let $N=a^\dagger a+\sigma_+\sigma_-$, and for $n\ge 0$ let

$$\Delta = w_a-w,\qquad \Omega=\sqrt{\Delta^2+4g^2(n+1)}.$$

1. $HN=NH$.
2. There is a real angle $t$ with $\Omega\cos 2t=\Delta$ and $\Omega\sin 2t=2g\sqrt{n+1}$.
3. For every such $t$, the states
$$\cos t\,|e,n\rangle+\sin t\,|g,n+1\rangle,\qquad -\sin t\,|e,n\rangle+\cos t\,|g,n+1\rangle$$
are eigenvectors of $H$ with energies $w(n+\tfrac12)+\Omega/2$ and $w(n+\tfrac12)-\Omega/2$.

Two conventions vary between textbooks. Here $n$ counts the photons in the excited member of the doublet, so the doublet has $n+1$ excitations, and some authors define $\Delta$ with the opposite sign.

In Lean these are the theorems `excitation_conserved`, `exists_mixing_angle` and `dressed_states`. Their terms read as follows.

- `State` is the space of complex amplitudes on pairs (level, photon number) with only finitely many non-zero entries. The level is a Boolean, `true` for $e$ and `false` for $g$, and `ket s n` is a basis state.
- `annihilate`, `create`, `sigmaPlus`, `sigmaMinus` and `sigmaZ` are linear maps fixed by their values on basis states. In a product the right factor acts first.
- `hamiltonian w wa g` is $H$, `excitation` is $N$, and `rabi w wa g n` is $\Omega$. The parameters are arbitrary real numbers.
- `dressed n t` is the first rotated state. The second is `dressed n (t + Real.pi / 2)`.
- `Commute` says that the two products agree, and `Module.End.HasEigenvector` says that the vector satisfies the eigenvalue equation and is non-zero.

The conditions on $t$ contain no division, so resonance ($\Delta=0$) and the trivial case $\Omega=0$ are included.

Finite support lets the unbounded operators act on every state, so no question of domains arises. In exchange, the space is not the completed Hilbert space, and it carries no inner product: $a^\dagger$ is given by its formula, and self-adjointness is not stated. The theorems exhibit eigenvectors without claiming that the list is complete.

## Solving one block

From $a|s,n\rangle=\sqrt n\,|s,n-1\rangle$ and $a^\dagger|s,n\rangle=\sqrt{n+1}\,|s,n+1\rangle$, for either level $s$, one gets $a^\dagger a|s,n\rangle=n|s,n\rangle$. Hence

$$\begin{aligned}
H|e,n\rangle&=(wn+\tfrac{w_a}{2})|e,n\rangle+g\sqrt{n+1}\,|g,n+1\rangle,\\
H|g,n+1\rangle&=(w(n+1)-\tfrac{w_a}{2})|g,n+1\rangle+g\sqrt{n+1}\,|e,n\rangle,\\
H|g,0\rangle&=-\tfrac{w_a}{2}|g,0\rangle.
\end{aligned}$$

**Conservation.** Since $N|e,n\rangle=(n+1)|e,n\rangle$ and $N|g,n\rangle=n|g,n\rangle$, both members of a doublet have the eigenvalue $n+1$, and $|g,0\rangle$ has $0$. So $H$ only connects states with the same $N$. Thus $HN$ and $NH$ agree on every basis state, and by linearity everywhere.

**The angle.** The point $(\Delta,\,2g\sqrt{n+1})$ lies at distance $\Omega$ from the origin. Take $2t$ to be its polar angle; if $\Omega=0$, any angle will do.

**The eigenvalue equation.** The diagonal entries of the block are $w(n+\tfrac12)\pm\Delta/2$. Suppose a real number $E$ satisfies $E\cos2t=\Delta$ and $E\sin2t=2g\sqrt{n+1}$. Write $c=\cos t$ and $s=\sin t$ (from here on $s$ no longer denotes a level), so that $\cos2t=2c^2-1$ and $\sin2t=2sc$. After subtraction of $w(n+\tfrac12)$, the block sends $(c,s)$ to a vector with components

$$\begin{aligned}
\tfrac{\Delta}{2}c+g\sqrt{n+1}\,s&=\tfrac E2\left[(2c^2-1)c+2s^2c\right]=\tfrac E2\,c,\\
g\sqrt{n+1}\,c-\tfrac{\Delta}{2}s&=\tfrac E2\left[2sc^2-(2c^2-1)s\right]=\tfrac E2\,s.
\end{aligned}$$

The first line uses $s^2+c^2=1$, which also shows that the vector is non-zero. The energy is therefore $w(n+\tfrac12)+E/2$.

**Both signs.** The choice $E=\Omega$ gives the upper state. Replacing $t$ by $t+\pi/2$ adds $\pi$ to $2t$ and reverses both sine and cosine, so the conditions hold with $E=-\Omega$. This gives the lower state.

## One doublet in numbers

Take $w=100$, $w_a=103$, $g=2$ and $n=0$, in any common unit. Then $\Delta=3$ and $\Omega=\sqrt{9+16}=5$, so $\cos2t=3/5$ and $\sin2t=4/5$. One solution is $\cos t=2/\sqrt5$, $\sin t=1/\sqrt5$. The energies are $50\pm2.5$, that is $52.5$ and $47.5$.

As a check, the block has diagonal entries $51.5$ and $48.5$ and off-diagonal entry $2$. It sends $(2,1)$ to $(105,\,52.5)=52.5\,(2,1)$ and $(-1,2)$ to $(-47.5,\,95)=47.5\,(-1,2)$. Dividing each vector by $\sqrt5$ normalises it.

## The Lean file

```lean
import Mathlib

namespace JaynesCummings

noncomputable section

variable (w wa g : ℝ) (n : ℕ)

/-- Finitely supported amplitudes on atomic level (`true` excited, `false` ground)
and photon number. -/
abbrev State := (Bool × ℕ) →₀ ℂ

/-- The basis state with atomic level `s` and `n` photons. -/
def ket (s : Bool) (n : ℕ) : State := Finsupp.single (s, n) 1

/-- The ladder amplitude `√n`, as a complex number. -/
def root (n : ℕ) : ℂ := ((√(n : ℝ) : ℝ) : ℂ)

/-- Photon annihilation: `|s,n⟩ ↦ √n |s,n-1⟩`, which is zero for `n = 0`. -/
def annihilate : Module.End ℂ State :=
  Finsupp.linearCombination ℂ fun p => root p.2 • ket p.1 (p.2 - 1)

/-- Photon creation: `|s,n⟩ ↦ √(n+1) |s,n+1⟩`. -/
def create : Module.End ℂ State :=
  Finsupp.linearCombination ℂ fun p => root (p.2 + 1) • ket p.1 (p.2 + 1)

/-- Atomic raising operator. -/
def sigmaPlus : Module.End ℂ State :=
  Finsupp.linearCombination ℂ fun p => if p.1 = true then 0 else ket true p.2

/-- Atomic lowering operator. -/
def sigmaMinus : Module.End ℂ State :=
  Finsupp.linearCombination ℂ fun p => if p.1 = true then ket false p.2 else 0

/-- Atomic inversion: `+1` on the excited level, `-1` on the ground level. -/
def sigmaZ : Module.End ℂ State :=
  Finsupp.linearCombination ℂ fun p => if p.1 = true then ket true p.2 else -ket false p.2

/-- The Jaynes-Cummings Hamiltonian with mode frequency `w`, atomic frequency `wa`
and coupling `g`. -/
def hamiltonian : Module.End ℂ State :=
  (w : ℂ) • (create * annihilate) + ((wa : ℂ) / 2) • sigmaZ
    + (g : ℂ) • (annihilate * sigmaPlus + create * sigmaMinus)

/-- The excitation number: photons plus atomic excitation. -/
def excitation : Module.End ℂ State := create * annihilate + sigmaPlus * sigmaMinus

/-- The generalised Rabi frequency of the doublet `|e,n⟩, |g,n+1⟩`. -/
def rabi : ℝ := √((wa - w) ^ 2 + 4 * g ^ 2 * ((n : ℝ) + 1))

/-- The rotated state `cos t |e,n⟩ + sin t |g,n+1⟩`. -/
def dressed (t : ℝ) : State :=
  (Real.cos t : ℂ) • ket true n + (Real.sin t : ℂ) • ket false (n + 1)

/-- The operator `a†a` counts photons. -/
theorem number_ket (s : Bool) : create (annihilate (ket s n)) = (n : ℂ) • ket s n := by
  have h : root n * root n = n := by
    unfold root
    rw [← Complex.ofReal_mul, Real.mul_self_sqrt (Nat.cast_nonneg n), Complex.ofReal_natCast]
  cases n with
  | zero => simp [create, annihilate, ket, root]
  | succ n =>
    simp only [create, annihilate, ket, Finsupp.linearCombination_single,
      one_mul, map_smul, smul_smul, Nat.add_sub_cancel, h]

/-- The action of the atomic operators on the basis states. -/
theorem atom_ket :
    sigmaPlus (ket true n) = 0 ∧ sigmaPlus (ket false n) = ket true n ∧
    sigmaMinus (ket true n) = ket false n ∧ sigmaMinus (ket false n) = 0 ∧
    sigmaZ (ket true n) = ket true n ∧ sigmaZ (ket false n) = -ket false n := by
  simp [sigmaPlus, sigmaMinus, sigmaZ, ket]

/-- The Hamiltonian mixes `|e,n⟩` only with `|g,n+1⟩`, with coupling `g√(n+1)`. -/
theorem hamiltonian_doublet :
    hamiltonian w wa g (ket true n) =
      ((w : ℂ) * n + wa / 2) • ket true n + ((g : ℂ) * root (n + 1)) • ket false (n + 1) ∧
    hamiltonian w wa g (ket false (n + 1)) =
      ((w : ℂ) * (n + 1) - wa / 2) • ket false (n + 1)
        + ((g : ℂ) * root (n + 1)) • ket true n := by
  have h1 : create (ket false n) = root (n + 1) • ket false (n + 1) := by simp [create, ket]
  have h2 : annihilate (ket true (n + 1)) = root (n + 1) • ket true n := by
    simp [annihilate, ket]
  constructor
  · simp only [hamiltonian, LinearMap.add_apply, LinearMap.smul_apply, Module.End.mul_apply,
      number_ket, atom_ket, h1, map_zero]
    module
  · simp only [hamiltonian, LinearMap.add_apply, LinearMap.smul_apply, Module.End.mul_apply,
      number_ket, atom_ket, h2, map_zero]
    push_cast
    module

/-- The state `|g,0⟩` is uncoupled and has energy `-wa/2`. -/
theorem hamiltonian_vacuum :
    hamiltonian w wa g (ket false 0) = (-((wa : ℂ) / 2)) • ket false 0 := by
  have h : annihilate (ket true 0) = 0 := by simp [annihilate, ket, root]
  simp only [hamiltonian, LinearMap.add_apply, LinearMap.smul_apply, Module.End.mul_apply,
    number_ket, atom_ket, h, map_zero, Nat.cast_zero]
  module

/-- The Jaynes-Cummings Hamiltonian conserves the excitation number. -/
theorem excitation_conserved : Commute (hamiltonian w wa g) excitation := by
  have hT (n : ℕ) : excitation (ket true n) = ((n : ℂ) + 1) • ket true n := by
    simp only [excitation, LinearMap.add_apply, Module.End.mul_apply, number_ket, atom_ket]
    module
  have hF (n : ℕ) : excitation (ket false n) = (n : ℂ) • ket false n := by
    simp only [excitation, LinearMap.add_apply, Module.End.mul_apply, number_ket, atom_ket,
      map_zero, add_zero]
  change hamiltonian w wa g * excitation = excitation * hamiltonian w wa g
  -- it suffices to compare both products on basis states
  refine Finsupp.lhom_ext' fun ⟨s, n⟩ => LinearMap.ext_ring ?_
  change hamiltonian w wa g (excitation (ket s n)) = excitation (hamiltonian w wa g (ket s n))
  cases s <;> cases n <;>
    simp only [hF, hT, map_smul, map_add, hamiltonian_vacuum, hamiltonian_doublet] <;>
    push_cast <;> module

/-- Every doublet has a mixing angle `t` with `Ω (cos 2t, sin 2t) = (Δ, 2g√(n+1))`,
where `Δ = wa - w`. -/
theorem exists_mixing_angle :
    ∃ t : ℝ, rabi w wa g n * Real.cos (2 * t) = wa - w ∧
      rabi w wa g n * Real.sin (2 * t) = 2 * g * √((n : ℝ) + 1) := by
  have hs : √((n : ℝ) + 1) * √((n : ℝ) + 1) = n + 1 := Real.mul_self_sqrt (by positivity)
  -- the angle is half the argument of Δ + 2ig√(n+1)
  let z : ℂ := ⟨wa - w, 2 * g * √((n : ℝ) + 1)⟩
  have hz : rabi w wa g n = ‖z‖ := by
    rw [← Real.sqrt_sq (norm_nonneg z), Complex.sq_norm, Complex.normSq_apply, rabi]
    congr 1
    change _ = (wa - w) * (wa - w) + 2 * g * √((n : ℝ) + 1) * (2 * g * √((n : ℝ) + 1))
    linear_combination (-4 * g ^ 2) * hs
  have ht : 2 * (z.arg / 2) = z.arg := by ring
  refine ⟨z.arg / 2, ?_, ?_⟩
  · rw [hz, ht, Complex.norm_mul_cos_arg]
  · rw [hz, ht, Complex.norm_mul_sin_arg]

/-- If a real `E` satisfies `E (cos 2t, sin 2t) = (wa - w, 2g√(n+1))`, the state rotated
by `t` is an eigenvector with energy `w(n+1/2) + E/2`. -/
theorem rotated_eigenvector (t E : ℝ) (hc : E * Real.cos (2 * t) = wa - w)
    (hs : E * Real.sin (2 * t) = 2 * g * √((n : ℝ) + 1)) :
    Module.End.HasEigenvector (hamiltonian w wa g)
      ((w : ℂ) * (n + 1 / 2) + E / 2) (dressed n t) := by
  have p := Real.sin_sq_add_cos_sq t
  rw [Real.cos_two_mul] at hc
  rw [Real.sin_two_mul] at hs
  have hr : root (n + 1) = ((√((n : ℝ) + 1) : ℝ) : ℂ) := by simp [root]
  have p' : (Real.sin t : ℂ) ^ 2 + (Real.cos t : ℂ) ^ 2 = 1 := by exact_mod_cast p
  have hc' : (E : ℂ) * (2 * (Real.cos t : ℂ) ^ 2 - 1) = wa - w := by exact_mod_cast hc
  have hs' : (E : ℂ) * (2 * (Real.sin t : ℂ) * (Real.cos t : ℂ)) = 2 * g * root (n + 1) := by
    rw [hr]
    exact_mod_cast hs
  -- the two components of the eigenvalue equation
  have c1 : ((wa : ℂ) - w) / 2 * (Real.cos t : ℂ) + g * root (n + 1) * (Real.sin t : ℂ)
      = (E : ℂ) / 2 * (Real.cos t : ℂ) := by
    linear_combination (-(Real.cos t : ℂ) / 2) * hc' - (Real.sin t : ℂ) / 2 * hs'
      + (E : ℂ) * (Real.cos t : ℂ) * p'
  have c2 : (g : ℂ) * root (n + 1) * (Real.cos t : ℂ) - ((wa : ℂ) - w) / 2 * (Real.sin t : ℂ)
      = (E : ℂ) / 2 * (Real.sin t : ℂ) := by
    linear_combination (-(Real.cos t : ℂ) / 2) * hs' + (Real.sin t : ℂ) / 2 * hc'
  obtain ⟨d1, d2⟩ := hamiltonian_doublet w wa g n
  refine ⟨Module.End.mem_eigenspace_iff.mpr ?_, fun h => ?_⟩
  · simp only [dressed, map_add, map_smul, d1, d2]
    linear_combination (norm := module) c1 • ket true n + c2 • ket false (n + 1)
  · -- both amplitudes cannot vanish
    have a : Real.cos t = 0 := by
      simpa [dressed, ket, Finsupp.single_apply, -Complex.ofReal_cos, -Complex.ofReal_sin]
        using DFunLike.congr_fun h (true, n)
    have b : Real.sin t = 0 := by
      simpa [dressed, ket, Finsupp.single_apply, -Complex.ofReal_cos, -Complex.ofReal_sin]
        using DFunLike.congr_fun h (false, n + 1)
    rw [a, b] at p
    norm_num at p

/-- Rotating the doublet by its mixing angle `t`, and by `t + π/2`, gives eigenvectors
with energies `w(n+1/2) + Ω/2` and `w(n+1/2) - Ω/2`. -/
theorem dressed_states (t : ℝ) (hc : rabi w wa g n * Real.cos (2 * t) = wa - w)
    (hs : rabi w wa g n * Real.sin (2 * t) = 2 * g * √((n : ℝ) + 1)) :
    Module.End.HasEigenvector (hamiltonian w wa g)
      ((w : ℂ) * (n + 1 / 2) + rabi w wa g n / 2) (dressed n t) ∧
    Module.End.HasEigenvector (hamiltonian w wa g)
      ((w : ℂ) * (n + 1 / 2) - rabi w wa g n / 2) (dressed n (t + Real.pi / 2)) := by
  refine ⟨rotated_eigenvector w wa g n t _ hc hs, ?_⟩
  have ht : 2 * (t + Real.pi / 2) = 2 * t + Real.pi := by ring
  -- a quarter turn reverses the sign of the splitting
  rw [sub_eq_add_neg, ← neg_div, ← Complex.ofReal_neg]
  apply rotated_eigenvector
  · rw [ht, Real.cos_add_pi]
    linarith
  · rw [ht, Real.sin_add_pi]
    linarith

end

end JaynesCummings
```

```lean
#print axioms JaynesCummings.excitation_conserved
#print axioms JaynesCummings.exists_mixing_angle
#print axioms JaynesCummings.dressed_states
```

```
'JaynesCummings.excitation_conserved' depends on axioms: [propext, Classical.choice, Quot.sound]
'JaynesCummings.exists_mixing_angle' depends on axioms: [propext, Classical.choice, Quot.sound]
'JaynesCummings.dressed_states' depends on axioms: [propext, Classical.choice, Quot.sound]
```

## From basis states to dressed states in Lean

`number_ket` proves that $a^\dagger a$ counts photons, using $\sqrt n\sqrt n=n$. It treats $n=0$ separately: there Lean's natural-number subtraction gives `0 - 1 = 0`, and the amplitude $\sqrt0$ makes the result vanish as it should. `atom_ket` collects the values of the atomic operators.

`hamiltonian_doublet` and `hamiltonian_vacuum` are the three formulas for $H$ on basis states. Their proofs insert the known actions, and the tactic `module` then compares the coefficients of each ket.

In `excitation_conserved`, `hT` and `hF` are the eigenvalues of $N$ on excited and ground states. The extensionality lemmas `Finsupp.lhom_ext'` and `LinearMap.ext_ring` reduce the operator identity to basis states. The case split on level and photon number then separates $|g,0\rangle$ from the members of the doublets.

`exists_mixing_angle` forms the complex number $z=\Delta+2ig\sqrt{n+1}$, shows $\Omega=|z|$, and takes half the argument of $z$ as $t$.

`rotated_eigenvector` is the block calculation for a general real $E$. It rewrites the hypotheses with the double-angle formulas. The equations `c1` and `c2` are the two displayed components, and each `linear_combination` records which multiples of the hypotheses prove it. They are then attached to their kets to give the eigenvalue equation. For non-vanishing, the proof reads off the two amplitudes of a supposedly zero state: $\cos t=0$ and $\sin t=0$ contradict $s^2+c^2=1$.

`dressed_states` applies this result twice, with $E=\Omega$ at $t$ and with $E=-\Omega$ at $t+\pi/2$. The lemmas `Real.cos_add_pi` and `Real.sin_add_pi` supply the sign change.
